# At fixed energy, two phase shifts fix the radial matrix element of a muffin-tin potential gradient

Suppose you need the integral of $V'(r)\,u(r)\,w(r)$ over an atomic sphere, where $u$ and $w$ are $r$ times the radial waves for angular momenta $l$ and $l+1$. Done directly, this means differentiating a tabulated potential, which amplifies its errors. Near the nucleus it also means multiplying a derivative that grows like $1/r^2$ by waves that go to zero.

If both waves solve the radial Schrödinger equation with this potential at the same energy, the integral is a difference of boundary values. If moreover the waves are regular at the nucleus, the potential vanishes at the sphere radius $s$, and the waves join there in value and slope to free waves of the same energy, with wave number $k$, unit amplitude far from the centre, and phase shifts $d_0$ (for $l$) and $d_1$ (for $l+1$), it equals $k^2\sin(d_0-d_1)$ in units with $\hbar^2/2m=1$.

This radial matrix element enters, squared, the Gaspari–Gyorffy estimate of electron–phonon coupling, for a spherical potential that moves rigidly with its ion. The coupling constant also needs densities of states, a sum over $l$, the ionic mass and the phonon frequencies, which are not treated here.

## The radial equation and the boundary form

```lean
import Mathlib

open Set Filter Topology

namespace GaspariGyorffy

noncomputable section
```

The file loads Mathlib and opens some of its notation. `Icc a s` is the closed interval $[a,s]$, `Ioc 0 s` is $(0,s]$, and `Ioi 0` is $(0,\infty)$.

```lean
/-- The function `u` (`r` times the radial wave) with slope `du` solves the radial Schrödinger
equation on `S` at energy `E` and angular momentum `l`; `S` should not contain `r = 0`. -/
structure RadialSolution (S : Set ℝ) (V : ℝ → ℝ) (E : ℝ) (l : ℕ) (u du : ℝ → ℝ) : Prop where
  slope : ∀ r ∈ S, HasDerivWithinAt u (du r) S r
  schrodinger : ∀ r ∈ S,
    HasDerivWithinAt du ((V r + (l : ℝ) * (l + 1) / r ^ 2 - E) * u r) S r
```

`RadialSolution` bundles two statements about a function `u` and its slope `du`. At every $r$ in the set $S$, $u$ has derivative $u'$, and
$$u''=\Big(V+\frac{l(l+1)}{r^2}-E\Big)u .$$
This fixes units with $\hbar^2/2m=1$. `HasDerivWithinAt` is a derivative taken from within $S$, so at an endpoint it is one-sided, and $V$ may have a kink at the sphere.

```lean
/-- The boundary form `B = (V - E) u w - (u' - (l+1) u / r) (w' + (l+1) w / r)`,
for `r ≠ 0`. -/
def gradForm (V : ℝ → ℝ) (E : ℝ) (l : ℕ) (u du w dw : ℝ → ℝ) (r : ℝ) : ℝ :=
  (V r - E) * u r * w r
    - (du r - ((l : ℝ) + 1) / r * u r) * (dw r + ((l : ℝ) + 1) / r * w r)
```

Write $L=l+1$ and
$$P=u'-\frac{L}{r}u,\qquad Q=w'+\frac{L}{r}w .$$
Then `gradForm` is $B=(V-E)uw-PQ$. Apart from the constants $E$ and $l$, it needs only the potential, the two waves and their slopes at one radius.

## Free waves with a phase shift

```lean
/-- The free radial wave (times `r`) of wave number `k`, phase shift `d` and angular momentum
`l`, built by the Riccati-Bessel recursion, for `k r ≠ 0`. -/
def freeWave (k d : ℝ) : ℕ → ℝ → ℝ
  | 0, r => Real.sin (k * r + d)
  | 1, r => Real.sin (k * r + d) / (k * r) - Real.cos (k * r + d)
  | l + 2, r => (2 * (l : ℝ) + 3) / (k * r) * freeWave k d (l + 1) r - freeWave k d l r
```

Let $f_l^{d}$ stand for `freeWave k d l`. The definition starts from
$$f_0^{d}=\sin(kr+d),\qquad f_1^{d}=\frac{\sin(kr+d)}{kr}-\cos(kr+d),$$
and continues with
$$f_{l+2}^{d}=\frac{2l+3}{kr}f_{l+1}^{d}-f_l^{d}.$$
These waves have unit amplitude far from the centre.

```lean
/-- The slope of the free wave, written with the wave of next higher angular momentum,
for `k r ≠ 0`. -/
def freeSlope (k d : ℝ) (l : ℕ) (r : ℝ) : ℝ :=
  ((l : ℝ) + 1) / r * freeWave k d l r - k * freeWave k d (l + 1) r
```

`freeSlope` is the expression $\frac{l+1}{r}f_l^{d}-kf_{l+1}^{d}$. That it really is the derivative of $f_l^{d}$ is proved below.

## The boundary form has derivative $V'uw$

```lean
/-- For solutions `u`, `w` with angular momenta `l`, `l+1` at the same energy, the boundary form
has derivative `V' u w`. -/
theorem gradForm_deriv {S : Set ℝ} {V u du w dw : ℝ → ℝ} {E r v : ℝ} {l : ℕ}
    (hu : RadialSolution S V E l u du) (hw : RadialSolution S V E (l + 1) w dw)
    (hr : r ∈ S) (h0 : r ≠ 0) (hV : HasDerivWithinAt V v S r) :
    HasDerivWithinAt (gradForm V E l u du w dw) (v * u r * w r) S r := by
  have hc : HasDerivWithinAt (fun x : ℝ => ((l : ℝ) + 1) / x) _ S r :=
    ((hasDerivAt_const r ((l : ℝ) + 1)).fun_div (hasDerivAt_id' r) h0).hasDerivWithinAt
  have h1 := hu.slope r hr
  have h2 := hw.slope r hr
  have H := (((hV.sub_const E).fun_mul h1).fun_mul h2).fun_sub
    (((hu.schrodinger r hr).fun_sub (hc.fun_mul h1)).fun_mul
      ((hw.schrodinger r hr).fun_add (hc.fun_mul h2)))
  -- what is left is an algebraic identity between two derivative values
  refine H.congr_deriv ?_
  push_cast
  field_simp
  ring
```

The theorem says that if $u$ and $w$ solve the radial equation for $l$ and $l+1$ at the same $E$, and $V$ has derivative $v$ at $r\neq0$, then $B'=v\,u\,w$ there.

By hand, insert the radial equations into $P'$ and $Q'$. Since $l(l+1)+L=L^2$ and $L(L+1)-L=L^2$,
$$P'=(V-E)u-\frac{L}{r}P,\qquad Q'=(V-E)w+\frac{L}{r}Q .$$
In $(PQ)'=P'Q+PQ'$ the terms with $PQ$ cancel, which leaves
$$(PQ)'=(V-E)(uQ+wP)=(V-E)(uw'+u'w).$$
Differentiating $(V-E)uw$ gives $V'uw+(V-E)(uw)'$, and the difference is $B'=V'uw$.

**How `congr_deriv` carries the calculation.** In Lean, `HasDerivWithinAt f f' S r` is a statement that contains the value `f'` of the derivative. The proof first assembles `H` from the product, quotient and difference rules, and the value that comes out is long and unsimplified. `H.congr_deriv` then says that the same function also has any other derivative value equal to that one. The placeholder `?_` leaves this equality as the remaining goal. Calculus is now finished and only algebra is left: `field_simp` clears the denominators and `ring` checks the polynomial identity, including the cancellation above. The proofs below that differentiate free waves use the same device.

```lean
/-- For solutions `u`, `w` with angular momenta `l`, `l+1` at the same energy, the integral of `V' u
w` over a shell `[a, s]` with `0 < a` is the difference of the boundary form at the two radii. -/
theorem integral_gradient {V dV u du w dw : ℝ → ℝ} {E a s : ℝ} {l : ℕ}
    (ha : 0 < a) (has : a ≤ s)
    (hV : ∀ r ∈ Icc a s, HasDerivWithinAt V (dV r) (Icc a s) r)
    (hdV : ContinuousOn dV (Icc a s))
    (hu : RadialSolution (Icc a s) V E l u du)
    (hw : RadialSolution (Icc a s) V E (l + 1) w dw) :
    ∫ r in a..s, dV r * u r * w r
      = gradForm V E l u du w dw s - gradForm V E l u du w dw a := by
  have hB : ∀ r ∈ Icc a s, HasDerivWithinAt (gradForm V E l u du w dw)
      (dV r * u r * w r) (Icc a s) r := fun r hr =>
    gradForm_deriv hu hw hr (ha.trans_le hr.1).ne' (hV r hr)
  have cu : ContinuousOn u (Icc a s) := fun r hr => (hu.slope r hr).continuousWithinAt
  have cw : ContinuousOn w (Icc a s) := fun r hr => (hw.slope r hr).continuousWithinAt
  exact intervalIntegral.integral_eq_sub_of_hasDerivAt_of_le has
    (fun r hr => (hB r hr).continuousWithinAt)
    (fun r hr => (hB r (Ioo_subset_Icc_self hr)).hasDerivAt (Icc_mem_nhds hr.1 hr.2))
    (((hdV.mul cu).mul cw).intervalIntegrable_of_Icc has)
```

Integrating over a shell with $0<a\le s$ gives
$$\int_a^s V'uw\,dr=B(s)-B(a),$$
where `dV` is $V'$, assumed continuous on $[a,s]$. The proof is the fundamental theorem of calculus. Mathlib's version asks for $B$ to be continuous on the closed interval, for an ordinary derivative in the interior, and for an integrable integrand. The preceding theorem supplies the first two, and continuity of $V'$, $u$ and $w$ supplies the third.

```lean
/-- The boundary form at radius `s` in terms of the logarithmic derivatives `D`, `D'` of the
radial waves `u / r` and `w / r`. -/
theorem gradForm_logDeriv {V u du w dw : ℝ → ℝ} {E s D D' : ℝ} {l : ℕ} (hs : s ≠ 0)
    (hD : s * du s = (D + 1) * u s) (hD' : s * dw s = (D' + 1) * w s) :
    gradForm V E l u du w dw s
      = -(u s * w s / s ^ 2) * ((D - l) * (D' + l + 2) + (E - V s) * s ^ 2) := by
  have h1 : du s = (D + 1) * u s / s := by
    rw [eq_div_iff hs]
    linarith
  have h2 : dw s = (D' + 1) * w s / s := by
    rw [eq_div_iff hs]
    linarith
  unfold gradForm
  rw [h1, h2]
  field_simp
  ring
```

Band-structure methods often store logarithmic derivatives. For the radial wave $R=u/r$, put $D=sR'(s)/R(s)$. Then $su'(s)=(D+1)u(s)$, which is the hypothesis `hD`; `hD'` says the same for $w$ with $D'$. Hence $P=(D-l)u/s$ and $Q=(D'+l+2)w/s$ at $s$, and
$$B(s)=-\frac{u(s)w(s)}{s^2}\Big[(D-l)(D'+l+2)+(E-V(s))s^2\Big].$$
The potential at $s$ need not vanish here.

## Free waves give $k^2\sin(d_0-d_1)$

```lean
/-- Ladder relations: the derivatives of two free waves of neighbouring angular momenta are
combinations of the same two waves. -/
theorem freeWave_ladder {k r : ℝ} (hk : k ≠ 0) (hr : r ≠ 0) (d : ℝ) (l : ℕ) :
    HasDerivAt (freeWave k d l) (freeSlope k d l r) r ∧
    HasDerivAt (freeWave k d (l + 1))
      (k * freeWave k d l r - ((l : ℝ) + 1) / r * freeWave k d (l + 1) r) r := by
  have hkr : HasDerivAt (fun x : ℝ => k * x) k r := by
    simpa using (hasDerivAt_id' r).const_mul k
  have hne : k * r ≠ 0 := mul_ne_zero hk hr
  unfold freeSlope
  induction l with
  | zero =>
    have ha : HasDerivAt (fun x : ℝ => k * x + d) k r := hkr.add_const d
    have e0 : ∀ x, freeWave k d 0 x = Real.sin (k * x + d) := fun _ => rfl
    have e1 : ∀ x, freeWave k d (0 + 1) x
        = Real.sin (k * x + d) / (k * x) - Real.cos (k * x + d) := fun _ => rfl
    rw [e0 r, e1 r, funext e0, funext e1]
    constructor
    · refine ha.sin.congr_deriv ?_
      push_cast
      field_simp
      ring
    · refine ((ha.sin.fun_div hkr hne).fun_sub ha.cos).congr_deriv ?_
      push_cast
      field_simp
      ring
  | succ l ih =>
    obtain ⟨h0, h1⟩ := ih
    have e2 : ∀ x, freeWave k d (l + 1 + 1) x = (2 * (l : ℝ) + 3) / (k * x)
        * freeWave k d (l + 1) x - freeWave k d l x := fun _ => rfl
    rw [e2 r, funext e2]
    constructor
    · refine h1.congr_deriv ?_
      push_cast
      field_simp
      ring
    · have hq := (hasDerivAt_const r (2 * (l : ℝ) + 3)).fun_div hkr hne
      refine ((hq.fun_mul h1).fun_sub h0).congr_deriv ?_
      push_cast
      field_simp
      ring
```

For $k\neq0$ and $r\neq0$, which the rest of this section also assumes, the theorem gives two ladder relations:
$$(f_l^{d})'=\frac{l+1}{r}f_l^{d}-kf_{l+1}^{d},\qquad (f_{l+1}^{d})'=kf_l^{d}-\frac{l+1}{r}f_{l+1}^{d}.$$
They are proved together by induction on $l$. For $l=0$ one differentiates the sine and cosine expressions directly.

For the step, the first relation at $l+1$ is the old second relation, rewritten with the recursion:
$$\frac{l+2}{r}f_{l+1}^{d}-kf_{l+2}^{d}=kf_l^{d}-\frac{l+1}{r}f_{l+1}^{d}.$$
For the new second relation, differentiate the recursion and insert both old relations:
$$(f_{l+2}^{d})'=\Big(k-\frac{(l+2)(2l+3)}{kr^2}\Big)f_{l+1}^{d}+\frac{l+2}{r}f_l^{d}=kf_{l+1}^{d}-\frac{l+2}{r}f_{l+2}^{d}.$$

```lean
/-- The free waves solve the radial equation with `V = 0` and `E = k^2` at all positive radii. -/
theorem freeWave_radialSolution_witness {k : ℝ} (hk : k ≠ 0) (d : ℝ) (l : ℕ) :
    RadialSolution (Ioi 0) (fun _ => 0) (k ^ 2) l (freeWave k d l) (freeSlope k d l) := by
  refine ⟨fun r hr => (freeWave_ladder hk (ne_of_gt hr) d l).1.hasDerivWithinAt,
    fun r hr => ?_⟩
  have h0 : r ≠ 0 := ne_of_gt hr
  obtain ⟨h1, h2⟩ := freeWave_ladder hk h0 d l
  have hc := (hasDerivAt_const r ((l : ℝ) + 1)).fun_div (hasDerivAt_id' r) h0
  have H := (hc.fun_mul h1).fun_sub (h2.const_mul k)
  refine (H.congr_deriv ?_).hasDerivWithinAt
  unfold freeSlope
  field_simp
  ring
```

The free waves therefore solve the radial equation with $V=0$ and $E=k^2$ at all positive radii. Differentiate the slope and apply both ladder relations:
$$(f_l^{d})''=-\frac{l+1}{r^2}f_l^{d}+\frac{l+1}{r}(f_l^{d})'-k(f_{l+1}^{d})'=\Big(\frac{l(l+1)}{r^2}-k^2\Big)f_l^{d}.$$
The terms with $f_{l+1}^{d}$ cancel.

```lean
/-- A cross product of free waves with phase shifts `d₀`, `d₁` and neighbouring angular momenta
equals `sin (d₀ - d₁)`, for every `l` and every `r ≠ 0`. -/
theorem freeWave_cross {k r : ℝ} (hk : k ≠ 0) (hr : r ≠ 0) (d₀ d₁ : ℝ) (l : ℕ) :
    freeWave k d₀ (l + 1) r * freeWave k d₁ l r
      - freeWave k d₀ l r * freeWave k d₁ (l + 1) r = Real.sin (d₀ - d₁) := by
  induction l with
  | zero =>
    have e : d₀ - d₁ = (k * r + d₀) - (k * r + d₁) := by ring
    rw [e, Real.sin_sub]
    simp only [freeWave]
    field_simp
    ring
  | succ l ih =>
    have e2 : ∀ d, freeWave k d (l + 1 + 1) r = (2 * (l : ℝ) + 3) / (k * r)
        * freeWave k d (l + 1) r - freeWave k d l r := fun _ => rfl
    rw [← ih, e2, e2]
    ring
```

This theorem states
$$f_{l+1}^{d_0}f_l^{d_1}-f_l^{d_0}f_{l+1}^{d_1}=\sin(d_0-d_1).$$
For $l=0$ the terms with $1/(kr)$ cancel, and what remains is the sine of the difference between $kr+d_0$ and $kr+d_1$. For the step, insert the recursion for both waves of index $l+2$. The products $f_{l+1}^{d_0}f_{l+1}^{d_1}$ cancel, and the expression for $l$ returns.

```lean
/-- For free waves with phase shifts `d₀` (at `l`) and `d₁` (at `l+1`) the boundary form is
`k^2 sin (d₀ - d₁)`. -/
theorem gradForm_freeWave {k r : ℝ} (hk : k ≠ 0) (hr : r ≠ 0) (d₀ d₁ : ℝ) (l : ℕ) :
    gradForm (fun _ => 0) (k ^ 2) l (freeWave k d₀ l) (freeSlope k d₀ l)
      (freeWave k d₁ (l + 1)) (freeSlope k d₁ (l + 1)) r = k ^ 2 * Real.sin (d₀ - d₁) := by
  have h := (freeWave_ladder hk hr d₁ (l + 1)).1.unique (freeWave_ladder hk hr d₁ l).2
  unfold gradForm
  rw [h, ← freeWave_cross hk hr d₀ d₁ l]
  unfold freeSlope
  ring
```

Now take $u=f_l^{d_0}$ and $w=f_{l+1}^{d_1}$. The ladder relations give $P=-kf_{l+1}^{d_0}$ and $Q=kf_l^{d_1}$, so
$$B=-k^2f_l^{d_0}f_{l+1}^{d_1}+k^2f_{l+1}^{d_0}f_l^{d_1}=k^2\sin(d_0-d_1).$$
In Lean the slope of $w$ is written with $f_{l+2}^{d_1}$, while $Q$ needs the form with $f_l^{d_1}$. Both are derivatives of the same function, and `unique` says that they are equal.

## From the shell to the whole sphere

```lean
/-- Gaspari-Gyorffy formula: for regular waves of angular momenta `l`, `l+1` at energy `k^2`,
matched at the sphere radius `s`, where `V s = 0`, to free waves with phase shifts `d₀`, `d₁`, the
integral of `V' u w` from `a` to `s` tends to `k^2 sin (d₀ - d₁)` as `a → 0`; `r V` may have any
finite limit at the nucleus. -/
theorem gaspari_gyorffy {V dV u du w dw : ℝ → ℝ} {k s d₀ d₁ c α : ℝ} {l : ℕ}
    (hk : k ≠ 0) (hs : 0 < s)
    (hV : ∀ r ∈ Ioc 0 s, HasDerivWithinAt V (dV r) (Ioc 0 s) r)
    (hdV : ContinuousOn dV (Ioc 0 s))
    (hu : RadialSolution (Ioc 0 s) V (k ^ 2) l u du)
    (hw : RadialSolution (Ioc 0 s) V (k ^ 2) (l + 1) w dw)
    (hVs : V s = 0)
    (mu : u s = freeWave k d₀ l s) (mdu : du s = freeSlope k d₀ l s)
    (mw : w s = freeWave k d₁ (l + 1) s) (mdw : dw s = freeSlope k d₁ (l + 1) s)
    (tV : Tendsto (fun r => r * V r) (𝓝[>] 0) (𝓝 c))
    (tu : Tendsto (fun r => u r / r) (𝓝[>] 0) (𝓝 α)) (tdu : Tendsto du (𝓝[>] 0) (𝓝 α))
    (tw : Tendsto (fun r => w r / r) (𝓝[>] 0) (𝓝 0)) (tdw : Tendsto dw (𝓝[>] 0) (𝓝 0)) :
    Tendsto (fun a => ∫ r in a..s, dV r * u r * w r) (𝓝[>] 0)
      (𝓝 (k ^ 2 * Real.sin (d₀ - d₁))) := by
  -- the outer boundary term is that of the free waves
  have hBs : gradForm V (k ^ 2) l u du w dw s = k ^ 2 * Real.sin (d₀ - d₁) := by
    rw [← gradForm_freeWave hk hs.ne' d₀ d₁ l]
    unfold gradForm
    rw [hVs, mu, mdu, mw, mdw]
  -- the inner boundary term vanishes at the nucleus
  have tid : Tendsto (fun r : ℝ => r) (𝓝[>] 0) (𝓝 0) :=
    tendsto_id.mono_left nhdsWithin_le_nhds
  have T := (((tV.sub (tid.mul_const (k ^ 2))).mul tu).mul (tid.mul tw)).sub
    ((tdu.sub (tu.const_mul ((l : ℝ) + 1))).mul (tdw.add (tw.const_mul ((l : ℝ) + 1))))
  have T' := T.const_sub (k ^ 2 * Real.sin (d₀ - d₁))
  simp only [mul_zero, add_zero, sub_zero] at T'
  refine T'.congr' ?_
  filter_upwards [Ioc_mem_nhdsGT hs] with a ha
  have hsub : Icc a s ⊆ Ioc 0 s := fun x hx => ⟨ha.1.trans_le hx.1, hx.2⟩
  have h0 : a ≠ 0 := ha.1.ne'
  rw [integral_gradient ha.1 ha.2 (fun r hr => (hV r (hsub hr)).mono hsub) (hdV.mono hsub)
    ⟨fun r hr => (hu.slope r (hsub hr)).mono hsub,
      fun r hr => (hu.schrodinger r (hsub hr)).mono hsub⟩
    ⟨fun r hr => (hw.slope r (hsub hr)).mono hsub,
      fun r hr => (hw.schrodinger r (hsub hr)).mono hsub⟩, hBs]
  unfold gradForm
  field_simp

end

end GaspariGyorffy
```

The conclusion is
$$\lim_{a\to0^+}\int_a^s V'uw\,dr=k^2\sin(d_0-d_1).$$
`Tendsto` expresses the limit, and `𝓝[>] 0` means that zero is approached from above. If the radial waves are scaled to $u/(kr)$ and $w/(kr)$, the corresponding integral with weight $r^2$ is $\sin(d_0-d_1)$.

Here `hV` and `hdV` say that $V$ has a continuous derivative `dV` on $(0,s]$, and `hu` and `hw` say that the waves solve the radial equation there. The other hypotheses on the potential and the waves have these meanings:

- `hVs` sets $V(s)=0$, the muffin-tin zero, reached from inside without a step. With a step, $B(s)$ would contain the further term $V(s)u(s)w(s)$.
- `mu`, `mdu`, `mw` and `mdw` match values and slopes to free waves at $s$. This fixes the normalisation as well as the phase shifts, the latter up to multiples of $2\pi$.
- `tV` lets $rV$ tend to a finite $c$, which admits the Coulomb singularity of a point nucleus.
- `tu`, `tdu`, `tw` and `tdw` express regularity at the nucleus: $u/r$ and $u'$ tend to a common $\alpha$, while $w/r$ and $w'$ tend to zero. They are assumed, not derived from the radial equation.

Since $k$ is real and non-zero, the energy $E=k^2$ is positive.

At the sphere, $B(s)$ equals its free value because every quantity in it agrees with the free one. At the nucleus, write
$$(V-E)uw=(rV-rE)\,\frac{u}{r}\,\Big(r\,\frac{w}{r}\Big)\to c\cdot\alpha\cdot0=0.$$
In the other term $P\to\alpha-L\alpha$ stays finite and $Q\to0$, so $B(a)\to0$.

The proof combines these limits in `T` and subtracts them from the outer value in `T'`. The step `congr'` then replaces that difference by the shell integral, which equals it for every $a$ in $(0,s]$ by `integral_gradient`.

```lean
#print axioms GaspariGyorffy.integral_gradient
-- 'GaspariGyorffy.integral_gradient' depends on axioms: [propext, Classical.choice, Quot.sound]
#print axioms GaspariGyorffy.gradForm_logDeriv
-- 'GaspariGyorffy.gradForm_logDeriv' depends on axioms: [propext, Classical.choice, Quot.sound]
#print axioms GaspariGyorffy.gaspari_gyorffy
-- 'GaspariGyorffy.gaspari_gyorffy' depends on axioms: [propext, Classical.choice, Quot.sound]
```
